# A $C^\nu$ embedding function has zero $(\nu+1)$-neighbour increment at all positive densities exactly when it is a polynomial of degree at most $\nu$ on $[0,\infty)$

## Question

An embedding energy $F\big(\sum_j \rho_j\big)$, where neighbour $j$ contributes the density $\rho_j$ at the central atom, has no genuine contribution from $\nu+1$ neighbours at once if and only if $F$ is a polynomial of degree at most $\nu$ on $[0,\infty)$. By "genuine contribution" I mean the inclusion–exclusion increment, required to vanish for arbitrary positive densities, and I am happy to assume that $F$ is $\nu+1$ times continuously differentiable on the reals. One direction is finite differences of polynomials. For the other I would like a complete argument, and a version of the whole equivalence checked in Lean 4 with Mathlib.

## Answer

The equivalence holds, and $\nu$ continuous derivatives are enough. It is also enough to test a single set of $\nu+1$ neighbours, provided that all positive densities on it are allowed.

### From increments to finite differences

For a finite set $S$ of neighbours, write $|S|$ for its number of elements and define

$$\Delta_S F=\sum_{T\subseteq S}(-1)^{|S|+|T|}\,F\Big(\sum_{j\in T}\rho_j\Big).$$

For two neighbours this is $F(\rho_1+\rho_2)-F(\rho_1)-F(\rho_2)+F(0)$.

Add a neighbour $a\notin S$. The subsets of $S\cup\{a\}$ are the sets $T\subseteq S$ and the sets $T\cup\{a\}$. The latter keep the sign that $T$ had in $\Delta_S$, because both cardinalities grow by one; the former change sign. Hence

$$\Delta_{S\cup\{a\}}F=\Delta_S\big[F(\rho_a+\cdot)\big]-\Delta_S F. \tag{1}$$

**Polynomials have vanishing increments.** Let $p$ be a polynomial with $\deg p<|S|+1$. By (1), $\Delta_{S\cup\{a\}}p=\Delta_S q$ with $q(x)=p(x+\rho_a)-p(x)$. If $p$ is constant, $q=0$. Otherwise the leading terms cancel, so $\deg q<\deg p$ and therefore $\deg q<|S|$. Induction on the number of neighbours gives zero. If $F$ agrees with $p$ only on $[0,\infty)$, nothing changes, since every total density in the sum is nonnegative.

**Vanishing increments force a polynomial.** Use induction on $\nu$. For $\nu=0$ there is one neighbour, and the condition reads $F(x)-F(0)=0$ for all $x>0$, so $F$ is constant on $[0,\infty)$.

For the step from $n$ to $n+1$, write $S=S'\cup\{a\}$ with $|S'|=n+1$. Fix positive densities on $S'$ and put

$$G(r)=\Delta_{S'}\big[F(r+\cdot)\big].$$

Here $r$ is a uniform background density. Choosing $\rho_a=r>0$ in (1) gives $G(r)=G(0)$, so $G$ is constant on $[0,\infty)$ and its right derivative at $0$ is zero. Differentiating the finite sum term by term gives $G'(0)=\Delta_{S'}F'$. Thus $\Delta_{S'}F'=0$ for all positive densities on $S'$, and $F'$ is $n$ times continuously differentiable. By the induction hypothesis, $F'=p$ on $[0,\infty)$ with $\deg p\le n$.

Write $p(x)=\sum_{i=0}^{n}p_i x^i$ and take $P(x)=\sum_{i=0}^{n}\frac{p_i}{i+1}x^{i+1}$. Then $F-P$ has zero derivative on $[0,\infty)$, so

$$F(x)=P(x)+F(0)-P(0)\qquad(x\ge 0),$$

a polynomial of degree at most $n+1$.

**A non-constant exponential has a nonzero increment for any number of neighbours with positive densities.** For $F(x)=e^{cx}$, shifting the argument by $\rho_a$ multiplies $F$ by $e^{c\rho_a}$. Equation (1) then adds a factor $e^{c\rho_a}-1$ for each neighbour, starting from $F(0)=1$ for the empty set:

$$\Delta_S F=\prod_{j\in S}\big(e^{c\rho_j}-1\big).$$

For $c\neq0$ and positive densities no factor is zero.

### Three neighbours with densities 1, 2 and 3

The three-neighbour increment is

$$F(6)-F(3)-F(4)-F(5)+F(1)+F(2)+F(3)-F(0).$$

For $F(x)=x^2$ it is $36-9-16-25+1+4+9-0=0$, as it must be for degree 2. For $F(x)=x^3$ it is $216-27-64-125+1+8+27-0=36$, so the cubic has a genuine three-neighbour term.

### What the Lean theorem says about the potential

The equivalence is `finite_order_iff_polynomial`. Neighbours are labels in an arbitrary type `ι`, `S : Finset ι` is the chosen set with `S.card = ν + 1`, and `ρ : ι → ℝ` assigns the densities. `increment F ρ S` is $\Delta_S F$; the exponent `S.card + T.card` has the same parity as $|S|-|T|$ and avoids subtraction of natural numbers. The left side of the equivalence quantifies over every `ρ` that is positive on `S`. The right side provides a real polynomial `p` with `p.natDegree ≤ ν` that equals `F` at every `x` with `0 ≤ x`. Nothing is concluded about `F` at negative arguments.

The hypothesis `ContDiff ℝ ν F` asks for $\nu$ continuous derivatives on the whole real line, including at zero density. A square-root embedding therefore falls outside the theorem for $\nu\ge1$, since its slope diverges at zero.

The densities are independent and can take any positive value. In an actual potential they are functions of interatomic distance, often bounded, and the theorem does not treat such restricted ranges. It concerns the embedding term of one central atom with a single scalar density. Counting that atom, an increment over $\nu+1$ neighbours is a $(\nu+2)$-body term.

For machine-learned potentials of finite body order, this bears on which embeddings of one scalar density can be represented exactly when the densities are unrestricted; it gives no estimate of how well a truncated expansion approximates the others.

### The Lean file

```lean
import Mathlib

open Polynomial

namespace FiniteOrderEmbedding

noncomputable section

/-- The many-body increment of the embedding energy `F` over the neighbours `S` with densities
`ρ`: the alternating sum of `F` at the total density of each subset of `S`. -/
def increment {ι : Type*} (F : ℝ → ℝ) (ρ : ι → ℝ) (S : Finset ι) : ℝ :=
  ∑ T ∈ S.powerset, (-1 : ℝ) ^ (S.card + T.card) * F (∑ j ∈ T, ρ j)

variable {ι : Type*}

/-- The increment over `S` depends only on the densities of the neighbours in `S`. -/
theorem increment_congr (F : ℝ → ℝ) {ρ σ : ι → ℝ} {S : Finset ι}
    (h : ∀ j ∈ S, ρ j = σ j) : increment F ρ S = increment F σ S := by
  unfold increment
  refine Finset.sum_congr rfl fun T hT => ?_
  rw [Finset.sum_congr rfl fun j hj => h j (Finset.mem_powerset.mp hT hj)]

/-- Adding a neighbour `a` gives the difference between the increment in the background density
of `a` and the increment without it. -/
theorem increment_insert [DecidableEq ι] (F : ℝ → ℝ) (ρ : ι → ℝ) {a : ι} {S : Finset ι}
    (ha : a ∉ S) :
    increment F ρ (insert a S) =
      increment (fun y => F (ρ a + y)) ρ S - increment F ρ S := by
  unfold increment
  rw [Finset.sum_powerset_insert ha, ← Finset.sum_add_distrib, ← Finset.sum_sub_distrib]
  refine Finset.sum_congr rfl fun T hT => ?_
  have haT : a ∉ T := fun h => ha (Finset.mem_powerset.mp hT h)
  rw [Finset.card_insert_of_notMem ha, Finset.card_insert_of_notMem haT,
    Finset.sum_insert haT]
  ring

/-- The derivative of an increment with respect to a uniform background density is the
increment of the derivative of the embedding function. -/
theorem increment_hasDerivAt {F : ℝ → ℝ} (hF : Differentiable ℝ F) (ρ : ι → ℝ)
    (S : Finset ι) (r : ℝ) :
    HasDerivAt (fun t => increment (fun y => F (t + y)) ρ S)
      (increment (fun y => deriv F (r + y)) ρ S) r := by
  unfold increment
  exact HasDerivAt.fun_sum fun T _ =>
    ((hF (r + ∑ j ∈ T, ρ j)).hasDerivAt.comp_add_const r (∑ j ∈ T, ρ j)).const_mul _

/-- A polynomial embedding function has zero increment over any set with more neighbours than
its degree. -/
theorem increment_polynomial (p : ℝ[X]) (ρ : ι → ℝ) (S : Finset ι)
    (h : p.natDegree < S.card) : increment (fun x => p.eval x) ρ S = 0 := by
  classical
  induction S using Finset.induction_on generalizing p with
  | empty => simp at h
  | insert a S ha ih =>
    rw [Finset.card_insert_of_notMem ha] at h
    rw [increment_insert _ _ ha]
    by_cases h0 : p.natDegree = 0
    · rw [eq_C_of_natDegree_eq_zero h0]
      simp
    · -- the shift keeps degree and leading coefficient, so the difference has lower degree
      have hn : (p.comp (X + C (ρ a))).natDegree = p.natDegree := by
        rw [natDegree_comp, natDegree_X_add_C, mul_one]
      have hp : p ≠ 0 := fun e => h0 (by rw [e, natDegree_zero])
      have hq : p.comp (X + C (ρ a)) ≠ 0 := fun e => h0 (by rw [← hn, e, natDegree_zero])
      have hl : (p.comp (X + C (ρ a))).leadingCoeff = p.leadingCoeff := by
        rw [leadingCoeff_comp (by rw [natDegree_X_add_C]; exact one_ne_zero),
          leadingCoeff_X_add_C, one_pow, mul_one]
      have hd : (p.comp (X + C (ρ a))).degree = p.degree := by
        rw [degree_eq_natDegree hq, degree_eq_natDegree hp, hn]
      have hlt : (p.comp (X + C (ρ a)) - p).natDegree < p.natDegree := by
        by_cases hz : p.comp (X + C (ρ a)) - p = 0
        · rw [hz, natDegree_zero]
          omega
        · exact natDegree_lt_natDegree hz (hd ▸ Polynomial.degree_sub_lt_left hd hq hl)
      rw [← ih (p.comp (X + C (ρ a)) - p) (by omega)]
      unfold increment
      rw [← Finset.sum_sub_distrib]
      refine Finset.sum_congr rfl fun T _ => ?_
      simp only [eval_sub, eval_comp, eval_add, eval_X, eval_C]
      rw [add_comm (ρ a)]
      ring

/-- Every real polynomial of degree at most `n` is the derivative of one of degree at most
`n + 1`. -/
theorem exists_antiderivative (p : ℝ[X]) (n : ℕ) (hp : p.natDegree ≤ n) :
    ∃ P : ℝ[X], P.natDegree ≤ n + 1 ∧ derivative P = p := by
  refine ⟨∑ i ∈ Finset.range (n + 1), monomial (i + 1) (p.coeff i / ((i : ℝ) + 1)), ?_, ?_⟩
  · refine natDegree_sum_le_of_forall_le _ _ fun i hi => ?_
    have := Finset.mem_range.mp hi
    exact (natDegree_monomial_le _).trans (by omega)
  · rw [derivative_sum]
    conv_rhs => rw [as_sum_range' p (n + 1) (by omega)]
    refine Finset.sum_congr rfl fun i _ => ?_
    have e : p.coeff i / ((i : ℝ) + 1) * ((i + 1 : ℕ) : ℝ) = p.coeff i := by
      have : (i : ℝ) + 1 ≠ 0 := by positivity
      push_cast
      exact div_mul_cancel₀ _ this
    rw [derivative_monomial, e, Nat.add_sub_cancel]

/-- If the increments of a `ν` times continuously differentiable `F` over `ν + 1` neighbours
vanish for all positive densities, `F` is a polynomial of degree at most `ν` on `[0, ∞)`. -/
theorem polynomial_of_increment_zero (ν : ℕ) (F : ℝ → ℝ) (hF : ContDiff ℝ ν F)
    (S : Finset ι) (hS : S.card = ν + 1)
    (h : ∀ ρ : ι → ℝ, (∀ j ∈ S, 0 < ρ j) → increment F ρ S = 0) :
    ∃ p : ℝ[X], p.natDegree ≤ ν ∧ ∀ x, 0 ≤ x → F x = p.eval x := by
  classical
  induction ν generalizing F S with
  | zero =>
    obtain ⟨a, S', ha, rfl, hc⟩ := Finset.card_eq_succ.mp hS
    obtain rfl := Finset.card_eq_zero.mp hc
    refine ⟨C (F 0), by simp, fun x hx => ?_⟩
    rw [eval_C]
    rcases hx.eq_or_lt with rfl | hx
    · rfl
    · have := h (fun _ => x) (fun _ _ => hx)
      rw [increment_insert _ _ ha] at this
      simp [increment] at this
      linarith
  | succ n ih =>
    obtain ⟨a, S', ha, rfl, hc⟩ := Finset.card_eq_succ.mp hS
    have hF' : ContDiff ℝ ((n : WithTop ℕ∞) + 1) F := by exact_mod_cast hF
    obtain ⟨hd, -, hder⟩ := contDiff_succ_iff_deriv.mp hF'
    -- the derivative satisfies the condition with one neighbour fewer
    obtain ⟨p, hp, hpF⟩ := ih (deriv F) hder S' hc (by
      intro ρ hρ
      have key : ∀ r ∈ Set.Ici (0 : ℝ),
          increment (fun y => F (r + y)) ρ S' = increment F ρ S' := by
        intro r hr
        rcases (Set.mem_Ici.mp hr).eq_or_lt with rfl | hr
        · simp only [zero_add]
        · have hu : ∀ j ∈ S', Function.update ρ a r j = ρ j := fun j hj =>
            Function.update_of_ne (ne_of_mem_of_not_mem hj ha) _ _
          have := h (Function.update ρ a r) (by
            intro j hj
            rcases Finset.mem_insert.mp hj with e | hj
            · rw [e, Function.update_self]
              exact hr
            · rw [hu j hj]
              exact hρ j hj)
          rw [increment_insert _ _ ha, Function.update_self, increment_congr _ hu,
            increment_congr _ hu] at this
          linarith
      have h1 := (increment_hasDerivAt hd ρ S' 0).hasDerivWithinAt (s := Set.Ici 0)
      have h2 := ((hasDerivAt_const (0 : ℝ) (increment F ρ S')).hasDerivWithinAt
        (s := Set.Ici 0)).congr key (key 0 (Set.mem_Ici.mpr le_rfl))
      have h3 := (uniqueDiffOn_Ici (0 : ℝ) 0 (Set.mem_Ici.mpr le_rfl)).eq_deriv _ h1 h2
      simpa only [zero_add] using h3)
    -- integrate the polynomial found for the derivative
    obtain ⟨P, hP, hPp⟩ := exists_antiderivative p n hp
    refine ⟨P + C (F 0 - P.eval 0), by rw [natDegree_add_C]; exact hP, fun x hx => ?_⟩
    have hconst := constant_of_has_deriv_right_zero (f := fun t => F t - P.eval t)
      (a := 0) (b := x) (hd.continuous.sub P.continuous).continuousOn (by
        intro t ht
        have := ((hd t).hasDerivAt.fun_sub (P.hasDerivAt t)).hasDerivWithinAt (s := Set.Ici t)
        rwa [hPp, hpF t ht.1, sub_self] at this) x ⟨hx, le_rfl⟩
    simp only [eval_add, eval_C]
    linarith

/-- For a `ν` times continuously differentiable embedding function, the increments over `ν + 1`
neighbours vanish for all positive densities if and only if the function agrees on `[0, ∞)`
with a polynomial of degree at most `ν`. -/
theorem finite_order_iff_polynomial (ν : ℕ) (F : ℝ → ℝ) (hF : ContDiff ℝ ν F)
    (S : Finset ι) (hS : S.card = ν + 1) :
    (∀ ρ : ι → ℝ, (∀ j ∈ S, 0 < ρ j) → increment F ρ S = 0) ↔
      ∃ p : ℝ[X], p.natDegree ≤ ν ∧ ∀ x, 0 ≤ x → F x = p.eval x := by
  refine ⟨polynomial_of_increment_zero ν F hF S hS, ?_⟩
  rintro ⟨p, hp, hpF⟩ ρ hρ
  rw [← increment_polynomial p ρ S (by omega)]
  unfold increment
  refine Finset.sum_congr rfl fun T hT => ?_
  -- only nonnegative total densities occur
  rw [hpF _ (Finset.sum_nonneg fun j hj => (hρ j (Finset.mem_powerset.mp hT hj)).le)]

/-- The increment of an exponential embedding function is a product of one factor per
neighbour. -/
theorem increment_exp (c : ℝ) (ρ : ι → ℝ) (S : Finset ι) :
    increment (fun x => Real.exp (c * x)) ρ S = ∏ j ∈ S, (Real.exp (c * ρ j) - 1) := by
  classical
  induction S using Finset.induction_on with
  | empty => simp [increment]
  | insert a S ha ih =>
    have hs : increment (fun y => Real.exp (c * (ρ a + y))) ρ S =
        Real.exp (c * ρ a) * increment (fun x => Real.exp (c * x)) ρ S := by
      unfold increment
      rw [Finset.mul_sum]
      refine Finset.sum_congr rfl fun T _ => ?_
      beta_reduce
      rw [mul_add, Real.exp_add]
      ring
    rw [increment_insert _ _ ha, hs, ih, Finset.prod_insert ha]
    ring

/-- An exponential embedding function with nonzero rate has a nonzero increment over every
finite set of neighbours with positive densities. -/
theorem increment_exp_ne_zero {c : ℝ} (hc : c ≠ 0) (ρ : ι → ℝ) (S : Finset ι)
    (hρ : ∀ j ∈ S, 0 < ρ j) : increment (fun x => Real.exp (c * x)) ρ S ≠ 0 := by
  rw [increment_exp]
  refine Finset.prod_ne_zero_iff.mpr fun j hj => sub_ne_zero.mpr fun e => ?_
  exact mul_ne_zero hc (hρ j hj).ne' (Real.exp_eq_one_iff _ |>.mp e)

end

end FiniteOrderEmbedding
```

```lean
#print axioms FiniteOrderEmbedding.polynomial_of_increment_zero
#print axioms FiniteOrderEmbedding.finite_order_iff_polynomial
#print axioms FiniteOrderEmbedding.increment_exp_ne_zero
```

```
'FiniteOrderEmbedding.polynomial_of_increment_zero' depends on axioms: [propext, Classical.choice, Quot.sound]
'FiniteOrderEmbedding.finite_order_iff_polynomial' depends on axioms: [propext, Classical.choice, Quot.sound]
'FiniteOrderEmbedding.increment_exp_ne_zero' depends on axioms: [propext, Classical.choice, Quot.sound]
```

### How the Lean proof follows the derivation

`increment_insert` is equation (1). It splits the sum over subsets of `insert a S` with `Finset.sum_powerset_insert` and compares signs term by term. `increment_congr` records that only densities on `S` matter.

`increment_polynomial` is the degree argument. The shifted polynomial is `p.comp (X + C (ρ a))`. The proof shows that it has the same degree and leading coefficient as `p`, and `Polynomial.degree_sub_lt_left` then lowers the degree of the difference. The induction is stated for all `p`, because the hypothesis is applied to that difference and not to `p` itself.

`increment_hasDerivAt` differentiates $G$: each summand is $F$ at a shifted argument times a constant sign. `exists_antiderivative` constructs $P$ from the coefficients of $p$ and checks its degree and derivative.

`polynomial_of_increment_zero` contains the induction on `ν`. In the successor case:

- `Function.update ρ a r` gives neighbour `a` the density `r` and leaves those on `S'` unchanged. The hypothesis at these densities yields `key`, the constancy of $G$ on $[0,\infty)$.
- `h1` and `h2` state two derivatives of $G$ at zero within `Set.Ici 0`, namely the increment of `deriv F` and zero. Uniqueness of the derivative on that half-line equates them in `h3`.
- The induction hypothesis, applied to `deriv F`, supplies `p`. `constant_of_has_deriv_right_zero` then shows that $F-P$ is constant on $[0,x]$, and adding `C (F 0 - P.eval 0)` to `P` fixes the constant.

`finite_order_iff_polynomial` takes this lemma for one direction. For the other it replaces `F` by `p` in each summand, which is allowed because the total densities are nonnegative, and applies `increment_polynomial`.

`increment_exp` proves the product formula by induction on `S`, with `hs` expressing the shift as multiplication by $e^{c\rho_a}$. `increment_exp_ne_zero` rules out a zero factor: $e^{c\rho_j}=1$ would require $c\rho_j=0$.
